# For a projector, the Hückel energy error is at most quadratic in the density-matrix error

Suppose the π orbitals of a molecule have been computed only approximately, and the occupied ones are slightly rotated into the empty ones. The density matrix built from them is still an orthogonal projector with the right number of electrons, but it is the wrong projector $Q$ instead of the right one $P$. How wrong is the energy $\mathrm{tr}(QH)$?

For a fixed one-electron matrix $H$ whose levels lie between $a$ and $b$, the error is at most $\tfrac{b-a}{2}\|Q-P\|^2$, where $\|\cdot\|$ is the Frobenius norm. For non-interacting electrons in a finite orthonormal basis, a density-matrix error of order $10^{-3}$ thus changes the energy by at most an amount of order $10^{-6}$ times half the spectral width, provided that the matrix is still a projector with the right trace.

## Orbitals, projectors and populations

```lean
import Mathlib

open Matrix

namespace HueckelQuadraticEnergyError

noncomputable section

variable {n : Type*} [Fintype n] [DecidableEq n]
```

The finite set `n` labels the sites and also the orbitals. All matrices are real and square.

```lean
/-- The columns of `C` are real orthonormal eigenvectors (orbitals) of `H` with orbital
energies `e`. -/
structure IsOrbitalBasis (H C : Matrix n n ℝ) (e : n → ℝ) : Prop where
  orth : Cᵀ * C = 1
  eig : H * C = C * diagonal e
```

A `structure` of type `Prop` is a named list of conditions. Here they are $C^TC=1$ and $HC=C\,\mathrm{diag}(e)$: column $c_i$ of $C$ is a normalised orbital with $Hc_i=e_ic_i$. The site basis is orthonormal, as in Hückel theory with overlap neglected. The spectral theorem supplies such a $C$ for every real symmetric $H$; here it is taken as given.

```lean
/-- `Q` is a real orthogonal projector of trace `k`. -/
structure IsProjector (Q : Matrix n n ℝ) (k : ℕ) : Prop where
  symm : Qᵀ = Q
  idem : Q * Q = Q
  trace_eq : Q.trace = k
```

$Q$ is symmetric and idempotent, and its trace $k$ counts the orbitals it fills. Each orbital holds one electron; for closed shells, energies double.

```lean
/-- Occupation number of orbital `i` when exactly the orbitals in `S` are filled. -/
def occupation (S : Finset n) (i : n) : ℝ := if i ∈ S then 1 else 0
```

The occupation $o_i$ is 1 for $i\in S$ and 0 otherwise.

```lean
/-- The density matrix that fills the orbitals in `S`, the orbitals being the columns of `C`. -/
def density (C : Matrix n n ℝ) (S : Finset n) : Matrix n n ℝ :=
  C * diagonal (occupation S) * Cᵀ
```

This is $P=C\,\mathrm{diag}(o)\,C^T=\sum_{i\in S}c_ic_i^T$.

```lean
/-- The population of orbital `i` in the matrix `Q`. -/
def population (C Q : Matrix n n ℝ) (i : n) : ℝ := (Cᵀ * Q * C) i i
```

The population $w_i=c_i^TQc_i$ says how much of orbital $i$ the matrix $Q$ contains.

```lean
/-- The squared Frobenius norm. -/
def frobSq (A : Matrix n n ℝ) : ℝ := ∑ i, ∑ j, A i j ^ 2
```

This is $\|A\|^2=\sum_{ij}A_{ij}^2$.

## Energy and charge as sums over orbitals

```lean
/-- The energy `tr(QH)` is the sum of orbital energies weighted with the populations. -/
theorem energy_eq {H C : Matrix n n ℝ} {e : n → ℝ} (h : IsOrbitalBasis H C e)
    (Q : Matrix n n ℝ) : (Q * H).trace = ∑ i, e i * population C Q i := by
  have hC : C * Cᵀ = 1 := mul_eq_one_comm.mp h.orth
  have hH : H = C * diagonal e * Cᵀ := by rw [← h.eig, mul_assoc, hC, mul_one]
  calc (Q * H).trace = (Q * C * diagonal e * Cᵀ).trace := by
        rw [hH]; simp only [mul_assoc]
    _ = (Cᵀ * Q * C * diagonal e).trace := by
        rw [Matrix.trace_mul_comm]; simp only [mul_assoc]
    _ = _ := by
        simp only [Matrix.trace, Matrix.diag_apply, Matrix.mul_diagonal, population]
        exact Finset.sum_congr rfl fun i _ => mul_comm _ _
```

In a theorem, the hypotheses stand before the last main colon and the claim after it. Since $C$ is square, $C^TC=1$ also gives $CC^T=1$, hence $H=C\,\mathrm{diag}(e)\,C^T$. Moving $C^T$ cyclically under the trace,

$$\mathrm{tr}(QH)=\mathrm{tr}\big(C^TQC\,\mathrm{diag}(e)\big)=\sum_i e_iw_i .$$

The `calc` block contains these same equalities.

```lean
/-- In an orthonormal orbital basis the populations add up to the trace. -/
theorem trace_eq_sum_population {C : Matrix n n ℝ} (hC : Cᵀ * C = 1) (Q : Matrix n n ℝ) :
    Q.trace = ∑ i, population C Q i := by
  have h := energy_eq (H := 1) (e := fun _ => 1) ⟨hC, by simp⟩ Q
  simpa only [mul_one, one_mul] using h
```

Taking $H=1$ with all energies equal to 1 turns the energy formula into $\mathrm{tr}\,Q=\sum_iw_i$.

```lean
/-- Pauli bounds: a projector populates each orbital of an orthonormal basis by a number
between 0 and 1. -/
theorem population_bounds {C Q : Matrix n n ℝ} {k : ℕ} (hC : Cᵀ * C = 1)
    (hQ : IsProjector Q k) (i : n) : 0 ≤ population C Q i ∧ population C Q i ≤ 1 := by
  have hC' : C * Cᵀ = 1 := mul_eq_one_comm.mp hC
  unfold population
  have hR : (Cᵀ * Q * C)ᵀ = Cᵀ * Q * C := by
    simp only [Matrix.transpose_mul, Matrix.transpose_transpose, hQ.symm, mul_assoc]
  have hRR : Cᵀ * Q * C * (Cᵀ * Q * C) = Cᵀ * Q * C := by
    calc Cᵀ * Q * C * (Cᵀ * Q * C) = Cᵀ * Q * (C * Cᵀ) * Q * C := by simp only [mul_assoc]
      _ = Cᵀ * (Q * Q) * C := by rw [hC', mul_one]; simp only [mul_assoc]
      _ = _ := by rw [hQ.idem]
  generalize Cᵀ * Q * C = R at hR hRR ⊢
  -- a diagonal entry of a projector is the squared length of its row
  have hrow : (R * R) i i = ∑ j, R i j ^ 2 := by
    rw [Matrix.mul_apply]
    refine Finset.sum_congr rfl fun j _ => ?_
    have hji : R j i = R i j := congrFun (congrFun hR i) j
    rw [hji]; ring
  rw [hRR] at hrow
  have hle : R i i ^ 2 ≤ ∑ j, R i j ^ 2 :=
    Finset.single_le_sum (f := fun j => R i j ^ 2) (fun j _ => sq_nonneg _) (Finset.mem_univ i)
  constructor
  · nlinarith [sq_nonneg (R i i)]
  · nlinarith [sq_nonneg (R i i - 1)]
```

Put $R=C^TQC$. It is again symmetric and idempotent (`hR`, `hRR`), so

$$w_i=R_{ii}=\sum_jR_{ij}^2\ \ge\ R_{ii}^2=w_i^2 ,$$

which forces $0\le w_i\le1$. The command `generalize` replaces the triple product by the letter `R`, and `nlinarith` draws the two bounds from $w_i\ge w_i^2$.

```lean
lemma population_density {C : Matrix n n ℝ} (hC : Cᵀ * C = 1) (S : Finset n) (i : n) :
    population C (density C S) i = occupation S i := by
  have h : Cᵀ * density C S * C = diagonal (occupation S) := by
    calc Cᵀ * density C S * C = (Cᵀ * C) * diagonal (occupation S) * (Cᵀ * C) := by
          simp only [density, mul_assoc]
      _ = _ := by rw [hC, one_mul, mul_one]
  rw [population, h, Matrix.diagonal_apply_eq]
```

For $P$ itself, $C^TPC=\mathrm{diag}(o)$, so its populations are the occupations.

```lean
/-- Filling the orbitals in `S` of an orthonormal basis gives an orthogonal projector whose
trace is the number of filled orbitals. -/
theorem density_isProjector {C : Matrix n n ℝ} (hC : Cᵀ * C = 1) (S : Finset n) :
    IsProjector (density C S) S.card where
  symm := by
    simp only [density, Matrix.transpose_mul, Matrix.transpose_transpose,
      Matrix.diagonal_transpose, mul_assoc]
  idem := by
    have hD : diagonal (occupation S) * diagonal (occupation S) = diagonal (occupation S) := by
      rw [Matrix.diagonal_mul_diagonal]
      congr 1
      funext i
      simp [occupation]
    calc density C S * density C S
        = C * diagonal (occupation S) * (Cᵀ * C) * diagonal (occupation S) * Cᵀ := by
          simp only [density, mul_assoc]
      _ = C * (diagonal (occupation S) * diagonal (occupation S)) * Cᵀ := by
          rw [hC, mul_one]; simp only [mul_assoc]
      _ = _ := by rw [hD, density]
  trace_eq := by
    rw [trace_eq_sum_population hC]
    simp [population_density hC, occupation]
```

$P$ meets the three conditions: it is symmetric, it is idempotent because $o_i^2=o_i$, and its trace is $\sum_io_i=|S|$.

## Distance as missing population

```lean
/-- The squared distance between a projector and the density matrix filling equally many orbitals
`S` of an orthonormal basis is twice the population missing from `S`. -/
theorem frobSq_sub_density {C Q : Matrix n n ℝ} {S : Finset n} (hC : Cᵀ * C = 1)
    (hQ : IsProjector Q S.card) :
    frobSq (Q - density C S) = 2 * ∑ i, occupation S i * (1 - population C Q i) := by
  have hP := density_isProjector hC S
  have hQP := energy_eq (H := density C S) (e := occupation S)
    ⟨hC, by rw [density, mul_assoc, hC, mul_one]⟩ Q
  have hcard : ∑ i, occupation S i = (S.card : ℝ) := by simp [occupation]
  generalize density C S = P at hP hQP ⊢
  have hsymm : (Q - P)ᵀ = Q - P := by rw [Matrix.transpose_sub, hQ.symm, hP.symm]
  have hF : frobSq (Q - P) = ((Q - P) * (Q - P)).trace := by
    simp only [frobSq, Matrix.trace, Matrix.diag_apply, Matrix.mul_apply]
    refine Finset.sum_congr rfl fun i _ => Finset.sum_congr rfl fun j _ => ?_
    have hji : (Q - P) j i = (Q - P) i j := congrFun (congrFun hsymm i) j
    rw [hji]; ring
  have hexp : (Q - P) * (Q - P) = Q * Q - Q * P - P * Q + P * P := by noncomm_ring
  rw [hF, hexp, Matrix.trace_add, Matrix.trace_sub, Matrix.trace_sub, hQ.idem, hP.idem,
    Matrix.trace_mul_comm P Q, hQP, hQ.trace_eq, hP.trace_eq]
  simp only [mul_sub, mul_one, Finset.sum_sub_distrib, hcard]
  ring
```

Because $Q-P$ is symmetric, its squared norm is the trace of its square (`hF`). Expanding and using idempotency,

$$\|Q-P\|^2=\mathrm{tr}\,Q+\mathrm{tr}\,P-2\,\mathrm{tr}(QP)=2|S|-2\sum_io_iw_i=2M,$$

where $M=\sum_{i\in S}(1-w_i)$ is the population missing from $S$. For $\mathrm{tr}(QP)$, the proof applies the energy formula with $P$ in the role of $H$ and the occupations as its eigenvalues.

## The quadratic bound

```lean
/-- Quadratic energy error: if all orbital energies lie between `a` and `b`, replacing the
density matrix of any filled set `S` of orbitals by a projector of the same trace changes the
energy by at most `(b - a)/2` times the squared Frobenius norm of the change. -/
theorem energy_error_quadratic {H C Q : Matrix n n ℝ} {e : n → ℝ} {S : Finset n} {a b : ℝ}
    (h : IsOrbitalBasis H C e) (ha : ∀ i, a ≤ e i) (hb : ∀ i, e i ≤ b)
    (hQ : IsProjector Q S.card) :
    |(Q * H).trace - (density C S * H).trace| ≤ (b - a) / 2 * frobSq (Q - density C S) := by
  have hw := population_bounds h.orth hQ
  have hd : (Q * H).trace - (density C S * H).trace
      = ∑ i, e i * (population C Q i - occupation S i) := by
    rw [energy_eq h, energy_eq h, ← Finset.sum_sub_distrib]
    refine Finset.sum_congr rfl fun i _ => ?_
    rw [population_density h.orth]; ring
  -- no charge is lost: what leaves `S` reappears outside `S`
  have hz : ∑ i, (population C Q i - occupation S i) = 0 := by
    rw [Finset.sum_sub_distrib, ← trace_eq_sum_population h.orth Q, hQ.trace_eq]
    simp [occupation]
  have hu : ∑ i, e i * (population C Q i - occupation S i)
      ≤ ∑ i, (b * (population C Q i - occupation S i)
        + (b - a) * (occupation S i * (1 - population C Q i))) := by
    refine Finset.sum_le_sum fun i _ => ?_
    have h1 := mul_nonneg (hw i).1 (sub_nonneg.2 (hb i))
    have h2 := mul_nonneg (sub_nonneg.2 (hw i).2) (sub_nonneg.2 (ha i))
    unfold occupation
    split_ifs <;> nlinarith
  have hl : ∑ i, (a * (population C Q i - occupation S i)
        + (a - b) * (occupation S i * (1 - population C Q i)))
      ≤ ∑ i, e i * (population C Q i - occupation S i) := by
    refine Finset.sum_le_sum fun i _ => ?_
    have h1 := mul_nonneg (hw i).1 (sub_nonneg.2 (ha i))
    have h2 := mul_nonneg (sub_nonneg.2 (hw i).2) (sub_nonneg.2 (hb i))
    unfold occupation
    split_ifs <;> nlinarith
  rw [Finset.sum_add_distrib, ← Finset.mul_sum, ← Finset.mul_sum, hz] at hu hl
  rw [hd, frobSq_sub_density h.orth hQ, abs_le]
  constructor <;> linarith
```

Separate the energy difference into what appears outside $S$ and what is missing inside:

$$\mathrm{tr}(QH)-\mathrm{tr}(PH)=\sum_{i\notin S}e_iw_i-\sum_{i\in S}e_i(1-w_i).$$

The traces agree, so the population outside $S$ is also $M$. All weights are non-negative, so each sum lies between $aM$ and $bM$. The difference is therefore at most $(b-a)M=\tfrac{b-a}{2}\|Q-P\|^2$ in absolute value.

In Lean, `hd` is the energy difference and `hz` the conservation of charge. The upper bound `hu` is proved orbital by orbital, with `split_ifs` separating filled from empty; `hl` is its mirror image. The set $S$ is arbitrary, so $P$ may be an excited configuration and the energy may fall, hence the absolute value.

Idempotency of $Q$ matters here. Shift a small fraction $\delta$ of an electron from a filled level to an empty one of different energy, leaving the orbitals alone: the energy changes in proportion to $\delta$ but the squared distance is $2\delta^2$. Symmetry, the right trace and populations between 0 and 1 are thus not enough.

```lean
/-- For ordered orbital energies and the `k` lowest orbitals filled, a projector of trace `k`
has an energy error of at most half the spectral width times its squared distance from the
density matrix. -/
theorem ground_state_error {m : ℕ} {H C Q : Matrix (Fin (m + 1)) (Fin (m + 1)) ℝ}
    {e : Fin (m + 1) → ℝ} (h : IsOrbitalBasis H C e) (he : Monotone e) (k : Fin (m + 1))
    (hQ : IsProjector Q k) :
    (Q * H).trace - (density C (Finset.Iio k) * H).trace
      ≤ (e (Fin.last m) - e 0) / 2 * frobSq (Q - density C (Finset.Iio k)) := by
  rw [← Fin.card_Iio k] at hQ
  exact (le_abs_self _).trans (energy_error_quadratic h (fun i => he (Fin.zero_le i))
    (fun i => he (Fin.le_last i)) hQ)
```

`Fin (m + 1)` numbers the orbitals $0,\dots,m$, `Monotone e` orders the levels as $e_0\le\dots\le e_m$, and `Finset.Iio k` is the set of indices below $k$, the $k$ lowest orbitals. With $a=e_0$ and $b=e_m$ the previous theorem gives the constant $(e_m-e_0)/2$. The type of `k` allows $0\le k\le m$, so at least one orbital is empty. No gap is required; with degenerate frontier levels, $P$ is the choice made by $C$.

The same separation also yields a lower bound, given here as a calculation without a Lean proof. For $k>0$ and $g=e_k-e_{k-1}$, the population $M$ leaves levels no higher than $e_{k-1}$ and arrives at levels no lower than $e_k$, so the energy rises by at least $gM=\tfrac g2\|Q-P\|^2$.

## Equality for one moved electron

```lean
/-- Moving one electron from a filled orbital `i` to an empty orbital `j` gives a projector of the
same trace, at squared distance 2, whose energy differs by `(e j - e i)/2` times that squared
distance. -/
theorem single_excitation {H C : Matrix n n ℝ} {e : n → ℝ} {S : Finset n} {i j : n}
    (h : IsOrbitalBasis H C e) (hi : i ∈ S) (hj : j ∉ S) :
    IsProjector (density C (insert j (S.erase i))) S.card ∧
    frobSq (density C (insert j (S.erase i)) - density C S) = 2 ∧
    (density C (insert j (S.erase i)) * H).trace - (density C S * H).trace
      = (e j - e i) / 2 * frobSq (density C (insert j (S.erase i)) - density C S) := by
  have hij : i ≠ j := fun hh => hj (hh ▸ hi)
  have hj' : j ∉ S.erase i := fun hh => hj (Finset.mem_of_mem_erase hh)
  have hc : (insert j (S.erase i)).card = S.card := by
    rw [Finset.card_insert_of_notMem hj', Finset.card_erase_add_one hi]
  have hQ := density_isProjector h.orth (insert j (S.erase i))
  rw [hc] at hQ
  have hF : frobSq (density C (insert j (S.erase i)) - density C S) = 2 := by
    rw [frobSq_sub_density h.orth hQ, Finset.sum_eq_single i]
    · simp [population_density h.orth, occupation, hi, hij]
    · intro l _ hli
      by_cases hl : l ∈ S <;> simp [population_density h.orth, occupation, hl, hli]
    · exact fun hh => absurd (Finset.mem_univ i) hh
  have hE : ∀ T : Finset n, (density C T * H).trace = ∑ l ∈ T, e l := by
    intro T
    rw [energy_eq h]
    simp [population_density h.orth, occupation]
  refine ⟨hQ, hF, ?_⟩
  rw [hF, hE, hE, Finset.sum_insert hj', ← Finset.add_sum_erase S e hi]
  ring
```

Emptying $i\in S$ and filling $j\notin S$ gives $Q=P+c_jc_j^T-c_ic_i^T$. One unit of population is missing, so $\|Q-P\|^2=2$, and the energy changes by $e_j-e_i$, which is $\tfrac{e_j-e_i}{2}$ times that squared distance. In the proof, `hF` is the distance and `hE` says that the energy of a configuration is the sum of its filled levels.

```lean
/-- If the orbitals with index below `k` are filled and `0 < k`, some projector of trace `k` lies at
squared distance 2 from their density matrix, and its energy minus that of the density matrix is
`(e (Fin.last m) - e 0) / 2` times that squared distance. -/
theorem ground_state_error_attained {m : ℕ} {H C : Matrix (Fin (m + 1)) (Fin (m + 1)) ℝ}
    {e : Fin (m + 1) → ℝ} (h : IsOrbitalBasis H C e) (k : Fin (m + 1)) (hk : 0 < k) :
    ∃ Q, IsProjector Q k ∧ frobSq (Q - density C (Finset.Iio k)) = 2 ∧
      (Q * H).trace - (density C (Finset.Iio k) * H).trace
        = (e (Fin.last m) - e 0) / 2 * frobSq (Q - density C (Finset.Iio k)) := by
  have h0 : (0 : Fin (m + 1)) ∈ Finset.Iio k := Finset.mem_Iio.2 hk
  have h1 : Fin.last m ∉ Finset.Iio k :=
    fun hh => not_lt_of_ge (Fin.le_last k) (Finset.mem_Iio.1 hh)
  have hx := single_excitation h h0 h1
  rw [Fin.card_Iio] at hx
  exact ⟨_, hx⟩
```

Choose $i=0$ and $j=m$. The condition $0<k$ makes orbital 0 filled, and $k\le m$ leaves orbital $m$ empty. This holds for any numbering of the levels. When they are ordered, $e_m-e_0$ is the spectral width and the result is equality in the bound above, so no smaller constant serves for all $Q$.

## Two sites

```lean
/-- The two-site Hückel matrix with its symmetric and antisymmetric orbitals is an instance of
an orbital basis, and the projector on one site has trace 1. -/
theorem two_site_witness (α β : ℝ) :
    IsOrbitalBasis !![α, β; β, α]
      !![Real.sqrt 2 / 2, Real.sqrt 2 / 2; Real.sqrt 2 / 2, -(Real.sqrt 2 / 2)]
      ![α + β, α - β] ∧
    IsProjector (!![1, 0; 0, 0] : Matrix (Fin 2) (Fin 2) ℝ) 1 := by
  have hs : Real.sqrt 2 / 2 * (Real.sqrt 2 / 2) = 1 / 2 := by
    nlinarith [Real.mul_self_sqrt (show (0 : ℝ) ≤ 2 by norm_num)]
  generalize Real.sqrt 2 / 2 = s at hs ⊢
  refine ⟨⟨?_, ?_⟩, ⟨?_, ?_, ?_⟩⟩
  · ext i j
    fin_cases i <;> fin_cases j <;> simp [Matrix.mul_apply, Fin.sum_univ_two] <;> linarith
  · ext i j
    fin_cases i <;> fin_cases j <;>
      simp [Matrix.mul_apply, Fin.sum_univ_two, Matrix.diagonal_apply] <;> ring
  · ext i j
    fin_cases i <;> fin_cases j <;> simp
  · ext i j
    fin_cases i <;> fin_cases j <;> simp [Matrix.mul_apply, Fin.sum_univ_two]
  · simp [Matrix.trace_fin_two]

end

end HueckelQuadraticEnergyError
```

The two-site matrix, as for the π system of ethylene, has the site energy $\alpha$ (Coulomb integral) on the diagonal and the coupling $\beta$ (resonance integral) off the diagonal. Its normalised orbitals are $(1,\pm1)/\sqrt2$ with energies $\alpha\pm\beta$. The theorem confirms this and that the projector on the first site has trace 1; the proof checks the entries one by one.

For $\beta<0$ and one filled orbital, this is the smallest case with something to excite. The site projector has energy $\alpha$ and the ground state $\alpha+\beta$, so the error is $|\beta|$. Here $\|Q-P\|^2=1$ and half the spectral width is $|\beta|$: the bound is an equality, although $Q$ is not an excited configuration. With two levels all missing population has only one place to go, so every one-orbital projector gives equality.

```lean
#print axioms HueckelQuadraticEnergyError.energy_error_quadratic
-- 'HueckelQuadraticEnergyError.energy_error_quadratic' depends on axioms: [propext, Classical.choice, Quot.sound]
#print axioms HueckelQuadraticEnergyError.ground_state_error
-- 'HueckelQuadraticEnergyError.ground_state_error' depends on axioms: [propext, Classical.choice, Quot.sound]
#print axioms HueckelQuadraticEnergyError.ground_state_error_attained
-- 'HueckelQuadraticEnergyError.ground_state_error_attained' depends on axioms: [propext, Classical.choice, Quot.sound]
```
